# Plane waves in a one-dimensional Rashba wire: spin precession independent of wave number

Take a carrier of mass $m>0$ in a wire along $x$, with $\hbar=1$, and let its spin turn steadily while its orbital motion has no wave number of its own:

$$\psi(x)=\begin{pmatrix}\cos kx\\ \sin kx\end{pmatrix},\qquad \psi''=-k^2\psi,\qquad \sigma_y\psi'=-ik\,\psi .$$

The Rashba Hamiltonian $p^2/(2m)+a\,\sigma_y p$, with $p=-i\,d/dx$, gives

$$-\frac{\psi''}{2m}-ia\,\sigma_y\psi'=\Big(\frac{k^2}{2m}-ak\Big)\psi .$$

Turning the spin costs kinetic energy quadratic in $k$ and, for $a>0$ and $k>0$, gains Rashba energy linear in $k$. For $0<k<2ma$ the energy is therefore below its value at $k=0$, where the spin is fixed. Over a distance $x$ the spin direction turns by $2kx$. The parts below show that, in a spin frame that turns with $k=ma$, the Rashba coupling reduces to a constant energy shift, whatever spin-independent potential acts along the wire.

## The wire, the rotation and the measured spin

The constant $a$ is a velocity. It stands for the spin-orbit coupling that arises when the wire's surroundings lack inversion symmetry.

```lean
import Mathlib

open Matrix

namespace RashbaWire

noncomputable section
```

A spinor is a function `Fin 2 → ℂ`, with component $0$ for spin up along $z$ and component $1$ for spin down.

```lean
/-- The Pauli matrix `σ_y`. -/
def pauliY : Matrix (Fin 2) (Fin 2) ℂ := !![0, -Complex.I; Complex.I, 0]
```

The rotation is $R(\theta)=\cos\theta-i\sigma_y\sin\theta$. It turns the spin direction by $2\theta$ about the $y$ axis.

```lean
/-- The spin rotation `cos θ - i σ_y sin θ`. -/
def spinRotation (θ : ℝ) : Matrix (Fin 2) (Fin 2) ℂ :=
  ((Real.cos θ : ℝ) : ℂ) • (1 : Matrix (Fin 2) (Fin 2) ℂ)
    - (Complex.I * ((Real.sin θ : ℝ) : ℂ)) • pauliY
```

`IsStationary m a V E ψ` says that $\psi$ has first and second derivatives at every $x$ and satisfies

$$-\frac{\psi''}{2m}-ia\,\sigma_y\psi'+V\psi=E\psi .$$

Here $V$ is a real potential that acts equally on both spins, such as a smooth barrier. Delta barriers are not covered, nor in general are sharp steps, where $\psi''$ jumps. No normalisation or boundary condition is imposed, and the zero spinor also qualifies. The model has one carrier, one transverse mode, uniform $a$ and no magnetic field or spin-dependent scattering.

```lean
/-- The twice differentiable spinor `ψ` solves `-ψ''/(2m) - i a σ_y ψ' + V ψ = E ψ`, the stationary
equation of a wire with mass `m ≠ 0`, Rashba coupling `a` and spin-independent potential `V`. -/
def IsStationary (m a : ℝ) (V : ℝ → ℝ) (E : ℝ) (ψ : ℝ → Fin 2 → ℂ) : Prop :=
  ∃ ψ' ψ'' : ℝ → Fin 2 → ℂ,
    (∀ x, HasDerivAt ψ (ψ' x) x) ∧ (∀ x, HasDerivAt ψ' (ψ'' x) x) ∧
    ∀ x, -(1 / (2 * (m : ℂ))) • ψ'' x - (Complex.I * (a : ℂ)) • (pauliY *ᵥ ψ' x)
      + (V x : ℂ) • ψ x = (E : ℂ) • ψ x
```

The spin-up probability is $|u_0|^2/(|u_0|^2+|u_1|^2)$. Evaluated at a point of the wire, it is the probability of spin up given that the carrier is found there.

```lean
/-- The probability of finding spin up along `z` in the spinor `u ≠ 0`, which need not be
normalised. -/
def upProbability (u : Fin 2 → ℂ) : ℝ := ‖u 0‖ ^ 2 / (‖u 0‖ ^ 2 + ‖u 1‖ ^ 2)
```

## (a) The coupling operator in components

Show that, for complex $c$,

$$ic\,\sigma_y\begin{pmatrix}u_0\\u_1\end{pmatrix}=\begin{pmatrix}c\,u_1\\-c\,u_0\end{pmatrix}.$$

The matrix $\sigma_y$ sends $(u_0,u_1)$ to $(-iu_1,\,iu_0)$. Multiplying by $ic$ and using $i^2=-1$ gives the result. Lean treats the two components separately, with `Complex.I_sq` supplying $i^2=-1$.

```lean
/-- The operator `i c σ_y` sends the spinor `(u₀, u₁)` to `(c u₁, -c u₀)`. -/
theorem I_smul_pauliY (c : ℂ) (u : Fin 2 → ℂ) :
    (Complex.I * c) • (pauliY *ᵥ u) = ![c * u 1, -(c * u 0)] := by
  refine funext (Fin.forall_fin_two.2 ⟨?_, ?_⟩)
  · simp only [pauliY, Pi.smul_apply, Matrix.mulVec, dotProduct, Fin.sum_univ_two,
      Matrix.of_apply, Matrix.cons_val_zero, Matrix.cons_val_one, smul_eq_mul]
    linear_combination (-(c * u 1)) * Complex.I_sq
  · simp only [pauliY, Pi.smul_apply, Matrix.mulVec, dotProduct, Fin.sum_univ_two,
      Matrix.of_apply, Matrix.cons_val_zero, Matrix.cons_val_one, smul_eq_mul]
    linear_combination (c * u 0) * Complex.I_sq
```

## (b) The spin rotation as a real rotation

Show that

$$R(\theta)u=\begin{pmatrix}\cos\theta\,u_0-\sin\theta\,u_1\\ \sin\theta\,u_0+\cos\theta\,u_1\end{pmatrix}.$$

Apply (a) with $c=\sin\theta$ and subtract $(\sin\theta\,u_1,\,-\sin\theta\,u_0)$ from $\cos\theta\,(u_0,u_1)$. The Lean proof makes the same substitution.

```lean
/-- The spin rotation acts on the two spinor components as a real rotation by the angle `θ`. -/
theorem spinRotation_mulVec (θ : ℝ) (u : Fin 2 → ℂ) :
    spinRotation θ *ᵥ u =
      ![((Real.cos θ : ℝ) : ℂ) * u 0 - ((Real.sin θ : ℝ) : ℂ) * u 1,
        ((Real.sin θ : ℝ) : ℂ) * u 0 + ((Real.cos θ : ℝ) : ℂ) * u 1] := by
  rw [spinRotation, Matrix.sub_mulVec, Matrix.smul_mulVec, Matrix.smul_mulVec,
    Matrix.one_mulVec, I_smul_pauliY]
  refine funext (Fin.forall_fin_two.2 ⟨?_, ?_⟩)
  · simp only [Pi.sub_apply, Pi.smul_apply, smul_eq_mul, Matrix.cons_val_zero]
  · simp only [Pi.sub_apply, Pi.smul_apply, smul_eq_mul, Matrix.cons_val_zero,
      Matrix.cons_val_one]
    ring
```

## (c) Differentiation in a turning frame

Let $\varphi$ be differentiable at $x$, and let $k$ be real. Show that

$$\frac{d}{dx}\big[R(kx)\varphi\big]=R(kx)\big(\varphi'-ik\sigma_y\varphi\big).$$

Write $c=\cos kx$ and $s=\sin kx$. The product rule applied to (b) gives the components

$$\begin{aligned}
-ks\varphi_0+c\varphi_0'-kc\varphi_1-s\varphi_1'&=c(\varphi_0'-k\varphi_1)-s(\varphi_1'+k\varphi_0),\\
kc\varphi_0+s\varphi_0'-ks\varphi_1+c\varphi_1'&=s(\varphi_0'-k\varphi_1)+c(\varphi_1'+k\varphi_0).
\end{aligned}$$

By (a), the brackets are the components of $\varphi'-ik\sigma_y\varphi$. In Lean, `d` is the derivative $\varphi'(x)$, and `congr_deriv` reduces each component to this regrouping.

```lean
/-- Where `φ` is differentiable, the derivative of `spinRotation (k x) φ` is `spinRotation (k x)`
applied to `φ' - i k σ_y φ`. -/
theorem hasDerivAt_rotated (k : ℝ) {φ : ℝ → Fin 2 → ℂ} {d : Fin 2 → ℂ} {x : ℝ}
    (h : HasDerivAt φ d x) :
    HasDerivAt (fun y => spinRotation (k * y) *ᵥ φ y)
      (spinRotation (k * x) *ᵥ (d - (Complex.I * (k : ℂ)) • (pauliY *ᵥ φ x))) x := by
  have hk : HasDerivAt (fun y : ℝ => k * y) k x := by
    simpa using (hasDerivAt_id x).const_mul k
  have hc := hk.cos.ofReal_comp
  have hs := hk.sin.ofReal_comp
  have h0 := hasDerivAt_pi.1 h 0
  have h1 := hasDerivAt_pi.1 h 1
  refine hasDerivAt_pi.2 (Fin.forall_fin_two.2 ⟨?_, ?_⟩)
  · simp only [spinRotation_mulVec, I_smul_pauliY, Pi.sub_apply, Matrix.cons_val_zero,
      Matrix.cons_val_one]
    refine ((hc.fun_mul h0).fun_sub (hs.fun_mul h1)).congr_deriv ?_
    simp only [Complex.ofReal_mul, Complex.ofReal_neg]
    ring
  · simp only [spinRotation_mulVec, I_smul_pauliY, Pi.sub_apply, Matrix.cons_val_zero,
      Matrix.cons_val_one]
    refine ((hs.fun_mul h0).fun_add (hc.fun_mul h1)).congr_deriv ?_
    simp only [Complex.ofReal_mul, Complex.ofReal_neg]
    ring
```

## (d) Trading one coupling for another

Let $m\neq0$, and let $\varphi$ be stationary for coupling $a$ at energy $E$. Show that $\psi=R(kx)\varphi$ with $k=m(a'-a)$ is stationary for coupling $a'$ at the energy $E'$ fixed by

$$E'+\frac{ma'^2}{2}=E+\frac{ma^2}{2}.$$

Using (c) twice, with $\sigma_y^2=1$,

$$\psi'=R(\varphi'-ik\sigma_y\varphi),\qquad \psi''=R(\varphi''-2ik\sigma_y\varphi'-k^2\varphi).$$

Since $R$ commutes with $\sigma_y$, the left side of the equation for $\psi$ is

$$R\Big[-\frac{\varphi''}{2m}-i\Big(a'-\frac km\Big)\sigma_y\varphi'+V\varphi+\Big(\frac{k^2}{2m}-a'k\Big)\varphi\Big].$$

Now $a'-k/m=a$, so the first three terms add up to $E\varphi$. The last bracket is

$$\frac{m(a'-a)^2}{2}-ma'(a'-a)=-\frac m2(a'^2-a^2)=E'-E .$$

The total is $E'\psi$.

In the Lean proof, `hu` differentiates $\varphi'-ik\sigma_y\varphi$, which allows the second use of (c). The equations `e0` and `e1` are the components of the original equation. The two `linear_combination` steps add them with cosine and sine weights, which is the action of $R$; `hEc` supplies the energy relation and `hw` cancels the mass.

```lean
/-- For `m ≠ 0`, applying `spinRotation (m (a' - a) x)` at each `x` turns a stationary state for
coupling `a` into one for coupling `a'`, with `E + m a²/2` unchanged. -/
theorem coupling_shift {m a a' E E' : ℝ} {V : ℝ → ℝ} {φ : ℝ → Fin 2 → ℂ} (hm : m ≠ 0)
    (hE : E' + m * a' ^ 2 / 2 = E + m * a ^ 2 / 2) (h : IsStationary m a V E φ) :
    IsStationary m a' V E' (fun x => spinRotation (m * (a' - a) * x) *ᵥ φ x) := by
  obtain ⟨φ', φ'', h1, h2, heq⟩ := h
  have hσ : ∀ x, HasDerivAt (fun y => pauliY *ᵥ φ y) (pauliY *ᵥ φ' x) x := fun x =>
    hasDerivAt_pi.2 fun i => by
      simp only [Matrix.mulVec, dotProduct]
      exact HasDerivAt.fun_sum fun j _ => (hasDerivAt_pi.1 (h1 x) j).const_mul (pauliY i j)
  have hu : ∀ x, HasDerivAt
      (fun y => φ' y - (Complex.I * ((m * (a' - a) : ℝ) : ℂ)) • (pauliY *ᵥ φ y))
      (φ'' x - (Complex.I * ((m * (a' - a) : ℝ) : ℂ)) • (pauliY *ᵥ φ' x)) x := fun x =>
    (h2 x).fun_sub (hasDerivAt_pi.2 fun i => by
      simp only [Pi.smul_apply, smul_eq_mul]
      exact (hasDerivAt_pi.1 (hσ x) i).const_mul (Complex.I * ((m * (a' - a) : ℝ) : ℂ)))
  refine ⟨_, _, fun x => hasDerivAt_rotated _ (h1 x), fun x => hasDerivAt_rotated _ (hu x),
    fun x => ?_⟩
  have hmc : (m : ℂ) ≠ 0 := Complex.ofReal_ne_zero.2 hm
  have hw : 1 / (2 * (m : ℂ)) * m = 1 / 2 := by field_simp
  have hEc : (E' : ℂ) + m * a' ^ 2 / 2 = E + m * a ^ 2 / 2 := by exact_mod_cast hE
  have e0 := congrFun (heq x) 0
  have e1 := congrFun (heq x) 1
  -- both components are the rotated components of the original equation
  refine funext (Fin.forall_fin_two.2 ⟨?_, ?_⟩)
  all_goals
    simp only [spinRotation_mulVec, I_smul_pauliY, Pi.sub_apply, Pi.add_apply, Pi.smul_apply,
      smul_eq_mul, Matrix.cons_val_zero, Matrix.cons_val_one, Complex.ofReal_mul,
      Complex.ofReal_sub] at e0 e1 ⊢
    generalize 1 / (2 * (m : ℂ)) = w at hw e0 e1 ⊢
    generalize Real.cos (m * (a' - a) * x) = c
    generalize Real.sin (m * (a' - a) * x) = s
  · linear_combination (c : ℂ) * e0 - (s : ℂ) * e1 - (c * φ x 0 - s * φ x 1) * hEc
      + (c * (2 * (a' - a) * φ' x 1 + m * (a' - a) ^ 2 * φ x 0)
        - s * (-2 * (a' - a) * φ' x 0 + m * (a' - a) ^ 2 * φ x 1)) * hw
  · linear_combination (s : ℂ) * e0 + (c : ℂ) * e1 - (s * φ x 0 + c * φ x 1) * hEc
      + (s * (2 * (a' - a) * φ' x 1 + m * (a' - a) ^ 2 * φ x 0)
        + c * (-2 * (a' - a) * φ' x 0 + m * (a' - a) ^ 2 * φ x 1)) * hw
```

## (e) Undoing the rotation

Show that $R(-\theta)R(\theta)u=u$.

By (b), the components are

$$\begin{aligned}
\cos\theta(\cos\theta\,u_0-\sin\theta\,u_1)+\sin\theta(\sin\theta\,u_0+\cos\theta\,u_1)&=u_0,\\
-\sin\theta(\cos\theta\,u_0-\sin\theta\,u_1)+\cos\theta(\sin\theta\,u_0+\cos\theta\,u_1)&=u_1,
\end{aligned}$$

because $\cos^2\theta+\sin^2\theta=1$, which is `h` in the proof.

```lean
/-- Rotating a spinor by `θ` and then by `-θ` restores it. -/
theorem spinRotation_neg_cancel (θ : ℝ) (u : Fin 2 → ℂ) :
    spinRotation (-θ) *ᵥ (spinRotation θ *ᵥ u) = u := by
  have h : ((Real.cos θ : ℝ) : ℂ) ^ 2 + ((Real.sin θ : ℝ) : ℂ) ^ 2 = 1 := by
    exact_mod_cast Real.cos_sq_add_sin_sq θ
  refine funext (Fin.forall_fin_two.2 ⟨?_, ?_⟩)
  all_goals
    simp only [spinRotation_mulVec, Real.cos_neg, Real.sin_neg, Complex.ofReal_neg,
      Matrix.cons_val_zero, Matrix.cons_val_one]
  · linear_combination u 0 * h
  · linear_combination u 1 * h
```

## (f) Removing the Rashba coupling

Let $m\ne0$. Show that

$$R(max)\varphi\ \text{is stationary for }(a,E)\iff\varphi\ \text{is stationary for }\Big(0,\;E+\frac{ma^2}{2}\Big),$$

with the same $V$ on both sides.

From right to left, use (d) to go from coupling $0$ to $a$; the rotation is $R(max)$. From left to right, use (d) to go from $a$ to $0$. This adds the rotation $R(-max)$, which (e) cancels against $R(max)$. The equation `e` in the Lean proof records that cancellation.

```lean
/-- For `m ≠ 0` and any spin-independent potential, the rotated spinor is stationary in the Rashba
wire at energy `E` exactly when `φ` is stationary without Rashba coupling at `E + m a²/2`. -/
theorem rashba_iff_uncoupled {m a E : ℝ} {V : ℝ → ℝ} {φ : ℝ → Fin 2 → ℂ} (hm : m ≠ 0) :
    IsStationary m a V E (fun x => spinRotation (m * a * x) *ᵥ φ x) ↔
      IsStationary m 0 V (E + m * a ^ 2 / 2) φ := by
  constructor
  · intro h
    have h' := coupling_shift (a' := 0) (E' := E + m * a ^ 2 / 2) hm (by ring) h
    have e : (fun x => spinRotation (m * (0 - a) * x) *ᵥ
        (spinRotation (m * a * x) *ᵥ φ x)) = φ := by
      funext x
      rw [show m * (0 - a) * x = -(m * a * x) by ring, spinRotation_neg_cancel]
    rw [← e]
    exact h'
  · intro h
    have h' := coupling_shift (a' := a) (E' := E) hm (by ring) h
    simpa only [sub_zero] using h'
```

## (g) Plane waves and their energy

Let $m\neq0$ and $V=0$. Show that, for every real $q$ and every constant spinor $\psi_0$,

$$\psi(x)=e^{iqx}R(max)\psi_0\quad\text{is stationary at}\quad E=\frac{q^2}{2m}-\frac{ma^2}{2}.$$

Without coupling, $\varphi=e^{iqx}\psi_0$ has $\varphi''=-q^2\varphi$ and hence energy $q^2/(2m)=E+ma^2/2$. Part (f) restores the coupling, and the scalar $e^{iqx}$ passes through $R$. For $q=0$ and $\psi_0=(1,0)$ this is the opening example with $k=ma$, which minimises $k^2/(2m)-ak$ when $m>0$. Here $q$ is the wave number of the orbital factor. In general $\psi$ is a superposition of two plane waves of equal energy, with wave numbers $q-ma$ and $q+ma$ for $\sigma_y=+1$ and $\sigma_y=-1$.

In Lean, `he` differentiates the exponential, `hfree` is the uncoupled wave, and the last line applies (f).

```lean
/-- For `m ≠ 0` and no potential, `exp(iqx) (cos(max) - i σ_y sin(max)) ψ₀` is a solution for the
Rashba wire with energy `q²/(2m) - m a²/2`, for every spinor `ψ₀`. -/
theorem plane_wave_stationary {m : ℝ} (hm : m ≠ 0) (a q : ℝ) (ψ₀ : Fin 2 → ℂ) :
    IsStationary m a (fun _ => 0) (q ^ 2 / (2 * m) - m * a ^ 2 / 2)
      (fun x => Complex.exp (Complex.I * q * x) • (spinRotation (m * a * x) *ᵥ ψ₀)) := by
  have he : ∀ (χ : Fin 2 → ℂ) (x : ℝ),
      HasDerivAt (fun y : ℝ => Complex.exp (Complex.I * q * y) • χ)
        (Complex.exp (Complex.I * q * x) • ((Complex.I * (q : ℂ)) • χ)) x := by
    intro χ x
    have h1 : HasDerivAt (fun y : ℝ => (y : ℂ)) 1 x := by
      simpa using (hasDerivAt_id x).ofReal_comp
    exact ((h1.const_mul (Complex.I * (q : ℂ))).cexp.smul_const χ).congr_deriv
      (by rw [mul_one, smul_smul])
  -- the plane wave without spin-orbit coupling
  have hfree : IsStationary m 0 (fun _ => 0)
      (q ^ 2 / (2 * m) - m * a ^ 2 / 2 + m * a ^ 2 / 2)
      (fun x => Complex.exp (Complex.I * q * x) • ψ₀) := by
    refine ⟨_, _, he ψ₀, he _, fun x => ?_⟩
    ext i
    simp only [Complex.ofReal_zero, mul_zero, zero_smul, sub_zero, add_zero, Pi.smul_apply,
      smul_eq_mul, sub_add_cancel]
    push_cast
    linear_combination (-(1 / (2 * (m : ℂ))) * Complex.exp (Complex.I * q * x) * ψ₀ i
      * (q : ℂ) ^ 2) * Complex.I_sq
  simpa only [Matrix.mulVec_smul] using (rashba_iff_uncoupled hm).2 hfree
```

## (h) Probability after a rotation

Let $z\ne0$ be a complex orbital amplitude. Show that the spinor $z\,R(\theta)(1,0)$ has spin-up probability

$$P_\uparrow=\frac{1+\cos2\theta}{2}.$$

By (b), the spinor is $(z\cos\theta,\,z\sin\theta)$, so

$$P_\uparrow=\frac{|z|^2\cos^2\theta}{|z|^2(\cos^2\theta+\sin^2\theta)}=\cos^2\theta=\frac{1+\cos2\theta}{2}.$$

The facts `h0` and `h1` are the two components, and `hn` permits the cancellation of $|z|^2$.

```lean
/-- A spin-up spinor rotated by `θ` and multiplied by any non-zero orbital amplitude `z` has spin-up
probability `(1 + cos 2θ)/2`. -/
theorem upProbability_rotated {z : ℂ} (hz : z ≠ 0) (θ : ℝ) :
    upProbability (z • (spinRotation θ *ᵥ ![1, 0])) = (1 + Real.cos (2 * θ)) / 2 := by
  have h0 : (z • (spinRotation θ *ᵥ ![1, 0])) 0 = z * ((Real.cos θ : ℝ) : ℂ) := by
    rw [Pi.smul_apply, spinRotation_mulVec]
    simp
  have h1 : (z • (spinRotation θ *ᵥ ![1, 0])) 1 = z * ((Real.sin θ : ℝ) : ℂ) := by
    rw [Pi.smul_apply, spinRotation_mulVec]
    simp
  have hn : ‖z‖ ^ 2 ≠ 0 := pow_ne_zero 2 (norm_ne_zero_iff.2 hz)
  simp only [upProbability, h0, h1, norm_mul, Complex.norm_real, Real.norm_eq_abs, mul_pow,
    sq_abs]
  rw [← mul_add, Real.cos_sq_add_sin_sq, mul_one, mul_div_cancel_left₀ _ hn, Real.cos_two_mul]
  ring
```

## (i) Spin-up probability along the wire

For the plane wave of (g) with $\psi_0=(1,0)$, show that at position $L$

$$P_\uparrow(L)=\frac{1+\cos(2maL)}{2}\qquad\text{for every }q.$$

Put $z=e^{iqL}$, which is never zero, and $\theta=maL$ in (h). The wave number enters only through $z$ and cancels. In the limit $a\to0$ the probability tends to $1$ at any fixed $L$: without coupling the spin stays up.

```lean
/-- The spinor `exp(iqL) (cos(maL) - i σ_y sin(maL)) (1, 0)` has spin-up probability
`(1 + cos(2maL))/2` for every real `q`. -/
theorem plane_wave_upProbability (m a q L : ℝ) :
    upProbability (Complex.exp (Complex.I * q * L) • (spinRotation (m * a * L) *ᵥ ![1, 0]))
      = (1 + Real.cos (2 * m * a * L)) / 2 := by
  rw [upProbability_rotated (Complex.exp_ne_zero _),
    show 2 * (m * a * L) = 2 * m * a * L by ring]
```

## (j) The same precession in a potential

Let $m\neq0$, and let $f(x)\,(1,0)$ be stationary in $V$ without Rashba coupling at energy $E+ma^2/2$. Show that $f(x)R(max)(1,0)$ is stationary with coupling $a$ at energy $E$, and that

$$f(L)\neq0\implies P_\uparrow(L)=\frac{1+\cos(2maL)}{2}.$$

The first claim is (f) with $\varphi=f\,(1,0)$, and the second is (h) with $z=f(L)$. The potential changes $f$, including any reflected wave in it, but not the spin direction at $L$. This relies on a single orbital $f$ multiplying a fixed spinor; if the two components of $\varphi$ have different orbitals, the probability can differ.

For spin transport, this means that in a single-mode, non-interacting wire the precession angle $2maL$ of such states can be set through $a$ without selecting a carrier energy. The result concerns the spin state, and a conductance would also need a model of the contacts.

```lean
/-- Let `m ≠ 0` and let the spin-up state with orbital `f` be stationary in a potential `V` without
Rashba coupling, at energy `E + m a²/2`. Then its rotated form is stationary in the Rashba wire at
energy `E`, with spin-up probability `(1 + cos(2maL))/2` at every `L` where `f L ≠ 0`. -/
theorem precession_in_potential {m a E : ℝ} {V : ℝ → ℝ} {f : ℝ → ℂ} (hm : m ≠ 0)
    (h : IsStationary m 0 V (E + m * a ^ 2 / 2) (fun x => f x • ![1, 0])) :
    IsStationary m a V E (fun x => f x • (spinRotation (m * a * x) *ᵥ ![1, 0])) ∧
      ∀ L, f L ≠ 0 → upProbability (f L • (spinRotation (m * a * L) *ᵥ ![1, 0]))
        = (1 + Real.cos (2 * m * a * L)) / 2 := by
  refine ⟨?_, fun L hL => ?_⟩
  · simpa only [Matrix.mulVec_smul] using (rashba_iff_uncoupled hm).2 h
  · rw [upProbability_rotated hL, show 2 * (m * a * L) = 2 * m * a * L by ring]

end

end RashbaWire
```

```lean
#print axioms RashbaWire.plane_wave_stationary
#print axioms RashbaWire.plane_wave_upProbability
#print axioms RashbaWire.precession_in_potential
```

```
'RashbaWire.plane_wave_stationary' depends on axioms: [propext, Classical.choice, Quot.sound]
'RashbaWire.plane_wave_upProbability' depends on axioms: [propext, Classical.choice, Quot.sound]
'RashbaWire.precession_in_potential' depends on axioms: [propext, Classical.choice, Quot.sound]
```
